# The Halley iteration converges to the matrix sign for matrices diagonalizable over the reals without zero eigenvalue

In a mean-field electronic-structure calculation at zero temperature, the projector P onto the occupied orbitals can be computed without finding individual orbitals. With H the one-electron Hamiltonian matrix in a finite orthonormal basis and μ a chemical potential in the gap,

P = (1 − sign(H − μ))/2,

where the sign of a diagonalizable matrix with real eigenvalues keeps the eigenvectors and replaces each eigenvalue by its sign. One way to obtain it is to start from X₀ = H − μ and repeat

X ↦ X(3 + X²)(1 + 3X²)⁻¹.

This is Halley's root-finding method for X² = 1. The limit is the matrix sign if X₀ is real and diagonalizable with real, nonzero eigenvalues. Symmetry is not required, which matters in a non-orthogonal basis: there the inverse overlap matrix times H takes the place of H, and this product is in general non-symmetric.

## From one eigenvalue to the whole matrix

On a single eigenvalue the iteration is the scalar map

h(x) = x(3 + x²)/(1 + 3x²), xₙ₊₁ = h(xₙ).

Putting 1 ∓ h(x) over the common denominator gives two perfect cubes:

1 − h(x) = (1 − 3x + 3x² − x³)/(1 + 3x²) = (1 − x)³/(1 + 3x²),

1 + h(x) = (1 + 3x + 3x² + x³)/(1 + 3x²) = (1 + x)³/(1 + 3x²).

If x₀ ≠ −1, the second line shows that no iterate equals −1, so we may set rₙ = (1 − xₙ)/(1 + xₙ). Dividing the two lines gives rₙ₊₁ = rₙ³, and by induction

rₙ = r₀^(3^n).

For x₀ > 0 we have |1 − x₀| < 1 + x₀, so |r₀| < 1 and rₙ → 0. Solving the definition of rₙ for xₙ gives

xₙ = (1 − rₙ)/(1 + rₙ) → 1.

From x₀ = 2, for instance, r₀ = −1/3 and r₁ = −1/27, so x₁ = 14/13.

If also x₀ ≠ 1, then r₀ ≠ 0, no rₙ vanishes, and no iterate equals 1. The first cube identity may then be divided by (1 − xₙ)³:

(1 − xₙ₊₁)/(1 − xₙ)³ = 1/(1 + 3xₙ²) → 1/4.

This is cubic convergence with its constant. Since h(−x) = −h(x), a negative start converges to −1.

For the matrix, write X₀ = S D T with D = diag(dᵢ) and ST = 1. Here S holds the eigenvectors as columns and is not the overlap matrix; T is the inverse of S, not its transpose. Because TS = 1 as well, products act on the eigenvalues alone:

(S diag(aᵢ) T)(S diag(bᵢ) T) = S diag(aᵢbᵢ) T.

Hence 1 + 3X₀² = S diag(1 + 3dᵢ²) T. Its eigenvalues are at least 1, so it is invertible, and one step turns X₀ into S diag(h(dᵢ)) T. After n steps each dᵢ has been replaced by its n-th scalar iterate. Each of these tends to sign(dᵢ), and the matrix entries depend continuously on the eigenvalues, so the matrices tend to S diag(sign(dᵢ)) T.

The hypothesis of real eigenvalues cannot be dropped with nothing in its place, although it is stronger than necessary: nonreal eigenvalues off the imaginary axis also lead to convergence. Take the rotation R with rows (0, −1) and (1, 0), which is invertible with eigenvalues ±i. Since R² = −1, one step gives R · 2 · (−2)⁻¹ = −R, and the iterates alternate between R and −R for ever. Invertibility of a real matrix is therefore not enough for convergence.

## The scalar map in Lean

```lean
import Mathlib

open Filter Topology Matrix

namespace HalleySignIteration

noncomputable section
```

The scalar map is defined on all real numbers; its denominator never vanishes.

```lean
/-- The scalar Halley map `x (3 + x²) / (1 + 3 x²)`. -/
def halley (x : ℝ) : ℝ := x * (3 + x ^ 2) / (1 + 3 * x ^ 2)
```

The matrix step acts on real square matrices whose rows and columns are labelled by a finite set `ι`, the basis functions. The terms 3 and 1 in the formula become multiples of the identity matrix. Lean's matrix inverse returns zero for a singular matrix, so the invertibility of the denominator has to be proved before the definition can be read as the intended formula.

```lean
/-- One Halley step for a real square matrix, `X (3 + X²) (1 + 3 X²)⁻¹`,
meant for matrices with `1 + 3 X²` invertible. -/
def matrixHalley {ι : Type*} [Fintype ι] [DecidableEq ι] (X : Matrix ι ι ℝ) :
    Matrix ι ι ℝ :=
  X * ((3 : ℝ) • 1 + X ^ 2) * (1 + (3 : ℝ) • X ^ 2)⁻¹
```

The first cube identity is proved by clearing the denominator and letting `ring` compare polynomials.

```lean
/-- The distance to the fixed point 1 is cubed in each step, up to the factor
`1 / (1 + 3 x²)`. -/
theorem one_sub_halley (x : ℝ) :
    1 - halley x = (1 - x) ^ 3 / (1 + 3 * x ^ 2) := by
  have hd : 1 + 3 * x ^ 2 ≠ 0 := by positivity
  rw [eq_div_iff hd, halley, sub_mul, div_mul_cancel₀ _ hd]
  ring
```

In what follows `halley^[n] x` is the n-th iterate xₙ from the start `x`, with `halley^[0] x` equal to `x`. Positivity passes from one iterate to the next because every factor of h is positive.

```lean
/-- Iterates that start at a positive number stay positive. -/
theorem iterate_pos {x : ℝ} (hx : 0 < x) (n : ℕ) : 0 < halley^[n] x := by
  induction n with
  | zero => exact hx
  | succ n ih =>
    rw [Function.iterate_succ_apply']
    unfold halley at ih ⊢
    positivity
```

The closed form holds for every real start except −1, including negative ones, for which the ratio grows in magnitude instead of shrinking. The induction carries a second claim along, that no iterate equals −1, so that the ratio is always meaningful. In the induction step `hplus` is the second cube identity, and dividing the two identities cancels the common denominator.

```lean
/-- Closed form of the iteration for a real start other than -1: no iterate equals -1, and
after `n` steps the ratio `(1 - x) / (1 + x)` has been raised to the power `3 ^ n`. -/
theorem iterate_closed_form {x : ℝ} (hx : x ≠ -1) (n : ℕ) :
    halley^[n] x ≠ -1 ∧
      (1 - halley^[n] x) / (1 + halley^[n] x) = ((1 - x) / (1 + x)) ^ (3 ^ n) := by
  induction n with
  | zero => exact ⟨hx, by simp⟩
  | succ n ih =>
    rw [Function.iterate_succ_apply', pow_succ (3 : ℕ) n, pow_mul, ← ih.2]
    have hy := ih.1
    generalize halley^[n] x = y at hy ⊢
    have hd : 1 + 3 * y ^ 2 ≠ 0 := by positivity
    have hplus : 1 + halley y = (1 + y) ^ 3 / (1 + 3 * y ^ 2) := by
      rw [eq_div_iff hd, halley, add_mul, div_mul_cancel₀ _ hd]
      ring
    refine ⟨fun h => ?_, ?_⟩
    · have hy1 : 1 + y ≠ 0 := fun h0 => hy (by linarith)
      exact div_ne_zero (pow_ne_zero 3 hy1) hd (by rw [← hplus]; linarith)
    · rw [one_sub_halley, hplus, div_pow, div_div_div_cancel_right₀ hd]
```

The statement `Tendsto ... atTop (𝓝 1)` says that the sequence tends to 1 as n grows. In the proof, `hr` is the bound |r₀| < 1, `hc` is rₙ → 0, and `hl` is the limit of (1 − rₙ)/(1 + rₙ). The remaining lines identify this quotient with xₙ. They need 1 + rₙ ≠ 0, which follows from (1 + rₙ)(1 + xₙ) = 2.

```lean
/-- From every positive start the Halley iterates converge to 1. -/
theorem tendsto_one {x : ℝ} (hx : 0 < x) :
    Tendsto (fun n => halley^[n] x) atTop (𝓝 1) := by
  have hr : |(1 - x) / (1 + x)| < 1 := by
    have hp : 0 < 1 + x := by linarith
    rw [abs_div, abs_of_pos hp, div_lt_one hp, abs_lt]
    constructor <;> linarith
  have hc : Tendsto (fun n : ℕ => ((1 - x) / (1 + x)) ^ (3 ^ n)) atTop (𝓝 0) :=
    (tendsto_pow_atTop_nhds_zero_of_abs_lt_one hr).comp
      (tendsto_pow_atTop_atTop_of_one_lt (r := (3 : ℕ)) (by norm_num))
  have hl := (hc.const_sub 1).div (hc.const_add 1) (by norm_num)
  have e : ((1 : ℝ) - 0) / (1 + 0) = 1 := by norm_num
  rw [e] at hl
  refine hl.congr fun n => ?_
  -- recover the iterate from its ratio `c = (1 - y) / (1 + y)`
  have hy : 1 + halley^[n] x ≠ 0 := by
    have := iterate_pos hx n
    positivity
  have hx' : x ≠ -1 := (by linarith : -1 < x).ne'
  have h := (div_eq_iff hy).1 (iterate_closed_form hx' n).2
  change (1 - ((1 - x) / (1 + x)) ^ (3 ^ n)) / (1 + ((1 - x) / (1 + x)) ^ (3 ^ n)) = _
  generalize ((1 - x) / (1 + x)) ^ (3 ^ n) = c at h ⊢
  generalize halley^[n] x = y at h ⊢
  have hne : 1 + c ≠ 0 := by
    intro h0
    have h2 : (1 + c) * (1 + y) = 2 := by linear_combination -h
    rw [h0] at h2
    norm_num at h2
  rw [div_eq_iff hne]
  linear_combination h
```

The rate theorem excludes the start 1, where both errors are zero and there is no ratio to consider. The limit of 1/(1 + 3xₙ²) comes from the preceding theorem. The closed form shows that no iterate hits 1, which permits the division by the cubed error.

```lean
/-- Cubic convergence with its exact constant: for a positive start other than 1, the new
error divided by the cube of the old error tends to `1/4`. -/
theorem cubic_rate {x : ℝ} (hx : 0 < x) (hx1 : x ≠ 1) :
    Tendsto (fun n => (1 - halley^[n + 1] x) / (1 - halley^[n] x) ^ 3)
      atTop (𝓝 (1 / 4)) := by
  have hl : Tendsto (fun n => (1 + 3 * (halley^[n] x) ^ 2)⁻¹) atTop
      (𝓝 ((1 + 3 * (1 : ℝ) ^ 2)⁻¹)) :=
    ((((tendsto_one hx).pow 2).const_mul 3).const_add 1).inv₀ (by norm_num)
  have e : (1 + 3 * (1 : ℝ) ^ 2)⁻¹ = 1 / 4 := by norm_num
  rw [e] at hl
  refine hl.congr fun n => ?_
  -- the iteration never hits 1 exactly
  have hne : 1 - halley^[n] x ≠ 0 := by
    intro h0
    have hx' : x ≠ -1 := (by linarith : -1 < x).ne'
    have h := (iterate_closed_form hx' n).2
    rw [h0, zero_div] at h
    have hp : 1 + x ≠ 0 := by positivity
    exact pow_ne_zero _ (div_ne_zero (sub_ne_zero.2 hx1.symm) hp) h.symm
  rw [Function.iterate_succ_apply', one_sub_halley, eq_div_iff (pow_ne_zero 3 hne)]
  ring
```

For a negative start, `hodd` proves by induction that the iterates mirror those of −x, and the positive case supplies the limit.

```lean
/-- From every nonzero real start the Halley iterates converge to the sign of the start. -/
theorem tendsto_sign {x : ℝ} (hx : x ≠ 0) :
    Tendsto (fun n => halley^[n] x) atTop (𝓝 (Real.sign x)) := by
  rcases lt_or_gt_of_ne hx with h | h
  · -- the map is odd, so a negative start mirrors a positive one
    have hodd : ∀ n : ℕ, -(halley^[n] (-x)) = halley^[n] x := by
      intro n
      induction n with
      | zero => simp
      | succ n ih =>
        rw [Function.iterate_succ_apply', Function.iterate_succ_apply', ← ih]
        unfold halley
        rw [neg_sq]
        ring
    rw [Real.sign_of_neg h]
    exact (tendsto_one (neg_pos.2 h)).neg.congr hodd
  · rw [Real.sign_of_pos h]
    exact tendsto_one h
```

## The iteration on a diagonalizable matrix

The hypothesis `S * T = 1` makes `T` the inverse of `S`, since for square matrices a one-sided inverse is two-sided. With that, the inner factor `T * S` disappears from the product of two matrices sharing an eigenbasis.

```lean
variable {ι : Type*} [Fintype ι] [DecidableEq ι]

/-- Matrices with a common eigenbasis, the columns of `S` with inverse `T`, are multiplied
by multiplying their eigenvalues. -/
theorem eigenbasis_mul {S T : Matrix ι ι ℝ} (hST : S * T = 1) (a b : ι → ℝ) :
    S * diagonal a * T * (S * diagonal b * T) = S * diagonal (fun i => a i * b i) * T := by
  have hTS : T * S = 1 := mul_eq_one_comm.1 hST
  calc S * diagonal a * T * (S * diagonal b * T)
      = S * diagonal a * (T * S) * diagonal b * T := by simp only [Matrix.mul_assoc]
    _ = S * diagonal (fun i => a i * b i) * T := by
      rw [hTS, Matrix.mul_one, Matrix.mul_assoc S, diagonal_mul_diagonal]
```

Next comes the single matrix step. The auxiliary claim `affine` handles expressions of the form a + bY and is used with Y = X², which gives the numerator factor `h3` and the denominator `h1`. The claim `hinv` multiplies the denominator by the matrix with reciprocal eigenvalues and obtains the identity, so the inverse in the definition is a true inverse. Collecting the factors leaves `halley (d i)` on each eigenvector.

```lean
/-- A matrix Halley step on a matrix diagonalizable over the reals keeps the eigenvectors and
applies the scalar Halley map to each eigenvalue. -/
theorem matrixHalley_eigenbasis {S T : Matrix ι ι ℝ} (hST : S * T = 1) (d : ι → ℝ) :
    matrixHalley (S * diagonal d * T) = S * diagonal (fun i => halley (d i)) * T := by
  have affine : ∀ (a b : ℝ) (f : ι → ℝ), S * diagonal (fun i => a + b * f i) * T
      = a • (1 : Matrix ι ι ℝ) + b • (S * diagonal f * T) := by
    intro a b f
    have h : diagonal (fun i => a + b * f i)
        = a • (1 : Matrix ι ι ℝ) + b • diagonal f := by
      ext i j
      by_cases hij : i = j
      · subst hij
        simp
      · simp [hij]
    rw [h, Matrix.mul_add, Matrix.add_mul, Matrix.mul_smul, Matrix.smul_mul,
      Matrix.mul_one, hST, Matrix.mul_smul, Matrix.smul_mul]
  have h3 : S * diagonal (fun i => 3 + d i * d i) * T
      = (3 : ℝ) • (1 : Matrix ι ι ℝ) + S * diagonal (fun i => d i * d i) * T := by
    simpa only [one_smul, one_mul] using affine 3 1 (fun i => d i * d i)
  have h1 : S * diagonal (fun i => 1 + 3 * (d i * d i)) * T
      = 1 + (3 : ℝ) • (S * diagonal (fun i => d i * d i) * T) := by
    simpa only [one_smul] using affine 1 3 (fun i => d i * d i)
  -- the denominator is invertible, since its eigenvalues are positive
  have hinv : S * diagonal (fun i => 1 + 3 * (d i * d i)) * T
      * (S * diagonal (fun i => (1 + 3 * (d i * d i))⁻¹) * T) = 1 := by
    have h : (fun i => (1 + 3 * (d i * d i)) * (1 + 3 * (d i * d i))⁻¹)
        = fun _ => (1 : ℝ) := by
      funext i
      have hp : 0 < 1 + 3 * (d i * d i) := by linarith [mul_self_nonneg (d i)]
      exact mul_inv_cancel₀ hp.ne'
    rw [eigenbasis_mul hST, h, diagonal_one, Matrix.mul_one, hST]
  have hf : (fun i => d i * (3 + d i * d i) * (1 + 3 * (d i * d i))⁻¹)
      = fun i => halley (d i) := by
    funext i
    simp only [halley, pow_two, div_eq_mul_inv]
  unfold matrixHalley
  rw [pow_two, eigenbasis_mul hST, ← h3, ← h1, Matrix.inv_eq_right_inv hinv,
    eigenbasis_mul hST, eigenbasis_mul hST, hf]
```

The main theorem takes any real invertible `S` with inverse `T` and any real eigenvalues `d i`, none of them zero. Repeated eigenvalues are allowed. It concludes that the matrix iterates converge, entry by entry, to the matrix with eigenvalues `Real.sign (d i)`.

Physically, `hd` says that μ coincides with no orbital energy. An eigenvalue at zero would stay there, since h(0) = 0; the limit would then not square to the identity, and that orbital would receive occupation 1/2.

The proof has three parts. `hit` shows by induction that n matrix steps amount to n scalar steps on each eigenvalue, `hcont` is the continuity of the map from eigenvalues to matrix, and `hlim` combines the scalar limits for all eigenvalues at once.

```lean
/-- For a matrix diagonalizable over the reals without zero eigenvalue, the Halley iteration
converges to the matrix with the same eigenvectors and each eigenvalue replaced by its sign. -/
theorem matrix_sign_iteration {S T : Matrix ι ι ℝ} (hST : S * T = 1) {d : ι → ℝ}
    (hd : ∀ i, d i ≠ 0) :
    Tendsto (fun n => matrixHalley^[n] (S * diagonal d * T)) atTop
      (𝓝 (S * diagonal (fun i => Real.sign (d i)) * T)) := by
  have hit : ∀ n : ℕ, S * diagonal (fun i => halley^[n] (d i)) * T
      = matrixHalley^[n] (S * diagonal d * T) := by
    intro n
    induction n with
    | zero => rfl
    | succ n ih =>
      rw [Function.iterate_succ_apply', ← ih, matrixHalley_eigenbasis hST]
      simp only [Function.iterate_succ_apply']
  have hcont : Continuous (fun f : ι → ℝ => S * diagonal f * T) :=
    (continuous_const.matrix_mul continuous_id.matrix_diagonal).matrix_mul continuous_const
  have hlim : Tendsto (fun n : ℕ => fun i => halley^[n] (d i)) atTop
      (𝓝 (fun i => Real.sign (d i))) :=
    tendsto_pi_nhds.2 fun i => tendsto_sign (hd i)
  exact ((hcont.tendsto _).comp hlim).congr hit
```

A real symmetric H − μ without zero eigenvalue fits the hypotheses through its orthonormal eigenvectors. Complex Hermitian matrices, such as Bloch Hamiltonians at a general k-point, are not covered as they stand, because all entries here are real. The cubic rate is stated for scalar iterates with a positive start, not for a matrix norm. A running program also stops after finitely many steps and rounds its products and inverses; neither effect is estimated for matrices here.

The last theorem applies the result to a non-symmetric matrix with eigenvalues 2 and −3. Its eigenvectors are (1, 0) and (1, 1), used without normalisation as the columns of `S`; normalised, the second is (1, 1)/√2. The proof checks the factorisation (`hA`), evaluates the signs as 1 and −1 (`hs`), and multiplies out the limit (`hB`).

```lean
/-- The Halley iteration started at the non-symmetric matrix with rows `(2, -5)` and
`(0, -3)` converges to the matrix with rows `(1, -2)` and `(0, -1)`. -/
theorem matrix_sign_iteration_witness :
    Tendsto (fun n => matrixHalley^[n] !![(2 : ℝ), -5; 0, -3]) atTop
      (𝓝 !![(1 : ℝ), -2; 0, -1]) := by
  have hST : !![(1 : ℝ), 1; 0, 1] * !![(1 : ℝ), -1; 0, 1] = 1 := by
    ext i j
    fin_cases i <;> fin_cases j <;> norm_num [Matrix.mul_apply, Fin.sum_univ_succ]
  have hdiag : ∀ a b : ℝ, diagonal (n := Fin 2) ![a, b] = !![a, 0; 0, b] := by
    intro a b
    ext i j
    fin_cases i <;> fin_cases j <;> simp
  have hd : ∀ i : Fin 2, (![2, -3] : Fin 2 → ℝ) i ≠ 0 := by
    intro i
    fin_cases i <;> norm_num
  have hs : (fun i : Fin 2 => Real.sign ((![2, -3] : Fin 2 → ℝ) i)) = ![1, -1] := by
    funext i
    fin_cases i
    · exact Real.sign_of_pos (show (0 : ℝ) < 2 by norm_num)
    · exact Real.sign_of_neg (show (-3 : ℝ) < 0 by norm_num)
  have hA : !![(1 : ℝ), 1; 0, 1] * diagonal (n := Fin 2) ![2, -3] * !![(1 : ℝ), -1; 0, 1]
      = !![2, -5; 0, -3] := by
    rw [hdiag, Matrix.mul_fin_two, Matrix.mul_fin_two]
    norm_num
  have hB : !![(1 : ℝ), 1; 0, 1] * diagonal (n := Fin 2) ![1, -1] * !![(1 : ℝ), -1; 0, 1]
      = !![1, -2; 0, -1] := by
    rw [hdiag, Matrix.mul_fin_two, Matrix.mul_fin_two]
    norm_num
  have h := matrix_sign_iteration hST hd
  rw [hs, hA, hB] at h
  exact h

end

end HalleySignIteration
```

```lean
#print axioms HalleySignIteration.cubic_rate
-- 'HalleySignIteration.cubic_rate' depends on axioms: [propext, Classical.choice, Quot.sound]
#print axioms HalleySignIteration.matrix_sign_iteration
-- 'HalleySignIteration.matrix_sign_iteration' depends on axioms: [propext, Classical.choice, Quot.sound]
```
